# Screening invariance of the LMTO tail-cancellation condition

The potential functions \(P\), the structure constants \(S\) and the screening constants \(a\) have to be given a type, and the choice made here is that all three are arbitrary complex square matrices over one finite index set `n`, whose elements label channels (site and angular momentum). In the linear muffin-tin-orbital (LMTO) method \(P\) and \(a\) are usually diagonal in the channels. Nothing of the kind is assumed, and no two matrices are assumed to commute, so the order of factors is part of every statement. Energy and Bloch vector do not appear: each theorem concerns one fixed value of both.

```lean
import Mathlib

open Matrix

namespace LMTOScreening

noncomputable section

variable {n : Type*} [Fintype n] [DecidableEq n]
```

The screened matrices, the tail-cancellation matrix \(T\) and the path operator \(g\) are
\[ P^a=(1-Pa)^{-1}P,\qquad S^a=S(1-aS)^{-1},\qquad T=P-S,\qquad g=T^{-1}, \]
and \(T^a=P^a-S^a\), \(g^a=(T^a)^{-1}\) are the same two constructions applied to the screened pair. These formulas fix the sign of \(a\) and the side on which each inverse acts. In Lean the screening constants are the first argument.

```lean
/-- The screened potential-function matrix `P^a = (1 - P a)⁻¹ P` for screening constants `a`. -/
def screenedPotential (a P : Matrix n n ℂ) : Matrix n n ℂ := (1 - P * a)⁻¹ * P

/-- The screened structure-constant matrix `S^a = S (1 - a S)⁻¹` for screening constants `a`. -/
def screenedStructure (a S : Matrix n n ℂ) : Matrix n n ℂ := S * (1 - a * S)⁻¹

/-- The tail-cancellation matrix `P - S`. -/
def tailCancellation (P S : Matrix n n ℂ) : Matrix n n ℂ := P - S

/-- The path operator `g = (P - S)⁻¹`. -/
def pathOperator (P S : Matrix n n ℂ) : Matrix n n ℂ := (tailCancellation P S)⁻¹
```

The equation \(Tc=0\) for a vector \(c\) of orbital coefficients is taken as given and is not derived from a wave equation. In the atomic-sphere approximation the energies at which \(\det T=0\) for a given Bloch vector are the one-electron band energies at that vector, and the results below say that, for a basis truncated to finitely many channels and at every energy and Bloch vector for which \(1-Pa\) and \(1-aS\) are invertible, screening leaves this condition unchanged. Infinite matrices, and the short range that a good choice of \(a\) gives to \(S^a\), are not treated.

## Invertibility of \(1-aS\): the screened structure constants exist

Invertibility is written `IsUnit (1 - a * S).det`, which over \(\mathbb C\) means \(\det(1-aS)\neq0\). It decides the solvability of the Dyson equation \(X=S+XaS\) for an unknown matrix \(X\): the equation holds exactly when \(1-aS\) is invertible and \(X=S^a\). By hand, the equation is \(X(1-aS)=S\), and then
\[ (1+aX)(1-aS)=(1-aS)+a\,X(1-aS)=(1-aS)+aS=1 . \]
A finite square matrix with a left inverse is invertible, so multiplying \(X(1-aS)=S\) from the right by \((1-aS)^{-1}\) gives \(X=S^a\). Conversely \(S^a(1-aS)=S\), which rearranges to the Dyson equation.

`dyson_structure` has no hypotheses, since invertibility is part of the equivalence. The steps `h1` and `h2` are the two identities above, expanded by `noncomm_ring`, and finite dimension enters through `Matrix.isUnit_det_of_left_inverse`. When \(1-aS\) is singular the Dyson equation has no solution, as for \(1\times1\) matrices \(a=S=1\), where it reads \(X=1+X\).

```lean
/-- A matrix `X` solves the Dyson equation `X = S + X a S` exactly when `1 - a S` is invertible
and `X` is the screened structure matrix `S^a`. -/
theorem dyson_structure (a S X : Matrix n n ℂ) :
    X = S + X * a * S ↔ IsUnit (1 - a * S).det ∧ X = screenedStructure a S := by
  constructor
  · intro h
    have h1 : X * (1 - a * S) = S := by
      calc X * (1 - a * S) = X - X * a * S := by noncomm_ring
        _ = S := sub_eq_of_eq_add h
    -- `1 + a X` is the inverse of `1 - a S`
    have h2 : (1 + a * X) * (1 - a * S) = 1 := by
      calc (1 + a * X) * (1 - a * S) = (1 - a * S) + a * (X * (1 - a * S)) := by noncomm_ring
        _ = 1 := by rw [h1, sub_add_cancel]
    have hu : IsUnit (1 - a * S).det := Matrix.isUnit_det_of_left_inverse h2
    refine ⟨hu, ?_⟩
    unfold screenedStructure
    calc X = X * ((1 - a * S) * (1 - a * S)⁻¹) := by
          rw [Matrix.mul_nonsing_inv _ hu, Matrix.mul_one]
      _ = S * (1 - a * S)⁻¹ := by rw [← Matrix.mul_assoc, h1]
  · rintro ⟨hu, hX⟩
    have h1 : X * (1 - a * S) = S := by
      rw [hX, screenedStructure, Matrix.mul_assoc, Matrix.nonsing_inv_mul _ hu, Matrix.mul_one]
    calc X = X * (1 - a * S) + X * a * S := by noncomm_ring
      _ = S + X * a * S := by rw [h1]
```

## Invertibility of \(1-Pa\): the screened potential functions exist

The mirror statement concerns \(Y=P+PaY\) for an unknown \(Y\). It reads \((1-Pa)Y=P\), hence
\[ (1-Pa)(1+Ya)=(1-Pa)+Pa=1, \]
so \(1-Pa\) has a right inverse and \(Y=P^a\); conversely \((1-Pa)P^a=P\) gives the equation back. The proof follows the previous one with `Matrix.isUnit_det_of_right_inverse`. For one channel \(P^a=P/(1-Pa)\), so the hypothesis excludes the value \(P=1/a\) at which the screened function has a pole.

```lean
/-- A matrix `Y` solves the Dyson equation `Y = P + P a Y` exactly when `1 - P a` is invertible
and `Y` is the screened potential matrix `P^a`. -/
theorem dyson_potential (a P Y : Matrix n n ℂ) :
    Y = P + P * a * Y ↔ IsUnit (1 - P * a).det ∧ Y = screenedPotential a P := by
  constructor
  · intro h
    have h1 : (1 - P * a) * Y = P := by
      calc (1 - P * a) * Y = Y - P * a * Y := by noncomm_ring
        _ = P := sub_eq_of_eq_add h
    -- `1 + Y a` is the inverse of `1 - P a`
    have h2 : (1 - P * a) * (1 + Y * a) = 1 := by
      calc (1 - P * a) * (1 + Y * a) = (1 - P * a) + ((1 - P * a) * Y) * a := by noncomm_ring
        _ = 1 := by rw [h1, sub_add_cancel]
    have hu : IsUnit (1 - P * a).det := Matrix.isUnit_det_of_right_inverse h2
    refine ⟨hu, ?_⟩
    unfold screenedPotential
    calc Y = ((1 - P * a)⁻¹ * (1 - P * a)) * Y := by
          rw [Matrix.nonsing_inv_mul _ hu, Matrix.one_mul]
      _ = (1 - P * a)⁻¹ * P := by rw [Matrix.mul_assoc, h1]
  · rintro ⟨hu, hY⟩
    have h1 : (1 - P * a) * Y = P := by
      rw [hY, screenedPotential, ← Matrix.mul_assoc, Matrix.mul_nonsing_inv _ hu, Matrix.one_mul]
    calc Y = (1 - P * a) * Y + P * a * Y := by noncomm_ring
      _ = P + P * a * Y := by rw [h1]
```

## Hermitian \(a\) and \(S\)

These two hypotheses occur in one theorem only. They describe, for instance, real diagonal screening constants together with a Hermitian structure matrix, and they give \(X^\dagger=X\) for any solution of the Dyson equation. Both are used once, in taking the adjoint: \(X^\dagger=S^\dagger+S^\dagger a^\dagger X^\dagger=S+SaX^\dagger\), which is `h'`, obtained with `ha.eq` and `hS.eq`. Writing \(S=X-XaS\) on the left and \(S=X^\dagger-SaX^\dagger\) on the right,
\[ SaX^\dagger=(X-XaS)\,aX^\dagger=Xa\,(X^\dagger-SaX^\dagger)=XaS, \]
which is `e3`, and therefore \(X^\dagger=S+XaS=X\). No inverse is needed. If \(S\) is not Hermitian, \(a=0\) gives \(X=S\); if \(a\) is not, the scalars \(S=1\), \(a=i\) give \(X=(1+i)/2\).

```lean
/-- If the screening constants `a` and the structure matrix `S` are Hermitian, a solution `X` of
the Dyson equation `X = S + X a S` is Hermitian. -/
theorem dyson_hermitian (a S X : Matrix n n ℂ) (ha : a.IsHermitian) (hS : S.IsHermitian)
    (h : X = S + X * a * S) : X.IsHermitian := by
  -- the adjoint obeys the mirrored Dyson equation
  have h' : Xᴴ = S + S * a * Xᴴ := by
    have h0 := congrArg Matrix.conjTranspose h
    rw [Matrix.conjTranspose_add, Matrix.conjTranspose_mul, Matrix.conjTranspose_mul,
      ha.eq, hS.eq] at h0
    rw [Matrix.mul_assoc]
    exact h0
  have e1 : X - X * a * S = S := sub_eq_of_eq_add h
  have e2 : Xᴴ - S * a * Xᴴ = S := sub_eq_of_eq_add h'
  have e3 : S * a * Xᴴ = X * a * S := by
    calc S * a * Xᴴ = (X - X * a * S) * a * Xᴴ := by rw [e1]
      _ = X * a * (Xᴴ - S * a * Xᴴ) := by noncomm_ring
      _ = X * a * S := by rw [e2]
  have key : Xᴴ = X := by
    calc Xᴴ = S + S * a * Xᴴ := h'
      _ = S + X * a * S := by rw [e3]
      _ = X := h.symm
  exact key
```

## Both factors invertible: the main identity

From here `hP` and `hS` denote invertibility of \(1-Pa\) and of \(1-aS\). Put \(U=(1-Pa)^{-1}\) and \(V=(1-aS)^{-1}\). Insert \((1-aS)V=1\) to the right of \(UP\) and \(U(1-Pa)=1\) to the left of \(SV\):
\[ T^a=UP-SV=UP(1-aS)V-U(1-Pa)SV=U\,(P-PaS-S+PaS)\,V=U\,T\,V . \]
The terms \(PaS\) cancel as they stand, without exchanging any factors. In the proof `hP` yields `hA`, the relation \(U(1-Pa)=1\), and `hS` yields `hB`, the relation \((1-aS)V=1\). `generalize` replaces the inverses by bare matrices `U` and `V`, so these two relations are all that the calculation uses.

The hypotheses have to be explicit because Mathlib sets the inverse of a singular matrix to zero: for scalars \(a=S=1\), \(P=0\) the definitions give \(T^a=0\) while \(T=-1\), so the determinants would not vanish together.

```lean
/-- Screening of the tail-cancellation matrix: for invertible `1 - P a` and `1 - a S`,
`P^a - S^a = (1 - P a)⁻¹ (P - S) (1 - a S)⁻¹`. -/
theorem tailCancellation_screened (a P S : Matrix n n ℂ)
    (hP : IsUnit (1 - P * a).det) (hS : IsUnit (1 - a * S).det) :
    tailCancellation (screenedPotential a P) (screenedStructure a S)
      = (1 - P * a)⁻¹ * tailCancellation P S * (1 - a * S)⁻¹ := by
  have hA := Matrix.nonsing_inv_mul _ hP
  have hB := Matrix.mul_nonsing_inv _ hS
  unfold tailCancellation screenedPotential screenedStructure
  generalize (1 - P * a)⁻¹ = U at hA ⊢
  generalize (1 - a * S)⁻¹ = V at hB ⊢
  -- insert both unit factors; the terms `P a S` cancel
  calc U * P - S * V = U * P * ((1 - a * S) * V) - U * (1 - P * a) * S * V := by
        rw [hA, hB, Matrix.mul_one, Matrix.one_mul]
    _ = U * (P - S) * V := by noncomm_ring
```

Taking determinants gives \(\det T^a=\det U\,\det T\,\det V\). With \(\det U\det(1-Pa)=1\) and \(\det V\det(1-aS)=1\), which are `h1` and `h2` and use one hypothesis each,
\[ \det T^a\,\det(1-Pa)\,\det(1-aS)=\det T . \]
`linear_combination` adds `h1` times \(\det T\det V\det(1-aS)\) to `h2` times \(\det T\).

```lean
/-- For invertible `1 - P a` and `1 - a S`, the determinants of the two representations satisfy
`det (P^a - S^a) det (1 - P a) det (1 - a S) = det (P - S)`. -/
theorem det_tailCancellation_screened (a P S : Matrix n n ℂ)
    (hP : IsUnit (1 - P * a).det) (hS : IsUnit (1 - a * S).det) :
    (tailCancellation (screenedPotential a P) (screenedStructure a S)).det
        * ((1 - P * a).det * (1 - a * S).det) = (tailCancellation P S).det := by
  have h1 : (1 - P * a)⁻¹.det * (1 - P * a).det = 1 := by
    rw [← Matrix.det_mul, Matrix.nonsing_inv_mul _ hP, Matrix.det_one]
  have h2 : (1 - a * S)⁻¹.det * (1 - a * S).det = 1 := by
    rw [← Matrix.det_mul, Matrix.nonsing_inv_mul _ hS, Matrix.det_one]
  rw [tailCancellation_screened a P S hP hS, Matrix.det_mul, Matrix.det_mul]
  linear_combination
    ((tailCancellation P S).det * (1 - a * S)⁻¹.det * (1 - a * S).det) * h1
      + (tailCancellation P S).det * h2
```

The product \(\det(1-Pa)\det(1-aS)\) is nonzero by the two hypotheses (`hne`). If \(\det T^a=0\) the left side vanishes, so \(\det T=0\). If \(\det T=0\), a product of complex numbers vanishes whose second factor does not, so \(\det T^a=0\).

```lean
/-- For invertible `1 - P a` and `1 - a S`, the tail-cancellation determinant vanishes in the
screened representation exactly when it vanishes in the original one. -/
theorem det_tailCancellation_eq_zero_iff (a P S : Matrix n n ℂ)
    (hP : IsUnit (1 - P * a).det) (hS : IsUnit (1 - a * S).det) :
    (tailCancellation (screenedPotential a P) (screenedStructure a S)).det = 0
      ↔ (tailCancellation P S).det = 0 := by
  have h := det_tailCancellation_screened a P S hP hS
  have hne : (1 - P * a).det * (1 - a * S).det ≠ 0 := mul_ne_zero hP.ne_zero hS.ne_zero
  constructor
  · intro h0
    rw [h0, zero_mul] at h
    exact h.symm
  · intro h0
    rw [h0] at h
    exact (mul_eq_zero.mp h).resolve_right hne
```

Solutions correspond as well. Here `*ᵥ` is the matrix–vector product and \(c\) is any function `n → ℂ`. From the main identity and \(V(1-aS)=1\) follows \(T^a(1-aS)=UT\), the step `key`, so \(T^a(1-aS)c=U\,Tc\). This vanishes if \(Tc=0\), and multiplying it by \(1-Pa\) recovers \(Tc\), which is where `hP` removes the left factor. The theorem fixes no normalisation of \(c\) or of \((1-aS)c\).

```lean
/-- For invertible `1 - P a` and `1 - a S`, the vector `(1 - a S) c` solves the screened
tail-cancellation equation exactly when `c` solves `(P - S) c = 0`. -/
theorem tailCancellation_solution_iff (a P S : Matrix n n ℂ)
    (hP : IsUnit (1 - P * a).det) (hS : IsUnit (1 - a * S).det) (c : n → ℂ) :
    (tailCancellation (screenedPotential a P) (screenedStructure a S)) *ᵥ ((1 - a * S) *ᵥ c) = 0
      ↔ (tailCancellation P S) *ᵥ c = 0 := by
  have key : tailCancellation (screenedPotential a P) (screenedStructure a S) * (1 - a * S)
      = (1 - P * a)⁻¹ * tailCancellation P S := by
    rw [tailCancellation_screened a P S hP hS, Matrix.mul_assoc, Matrix.nonsing_inv_mul _ hS,
      Matrix.mul_one]
  rw [Matrix.mulVec_mulVec, key, ← Matrix.mulVec_mulVec]
  constructor
  · intro h
    -- remove the invertible left factor
    calc (tailCancellation P S) *ᵥ c
        = ((1 - P * a) * (1 - P * a)⁻¹) *ᵥ ((tailCancellation P S) *ᵥ c) := by
          rw [Matrix.mul_nonsing_inv _ hP, Matrix.one_mulVec]
      _ = (1 - P * a) *ᵥ ((1 - P * a)⁻¹ *ᵥ ((tailCancellation P S) *ᵥ c)) :=
          (Matrix.mulVec_mulVec _ _ _).symm
      _ = 0 := by rw [h, Matrix.mulVec_zero]
  · intro h
    rw [h, Matrix.mulVec_zero]
```

Multiplication by invertible matrices on either side preserves rank. The proof shows that \(U\) and \(V\) have nonzero determinant (`hU`, `hV`) and strips them off one at a time. Since both matrices have the same size, equal rank means an equal number of independent solutions.

```lean
/-- For invertible `1 - P a` and `1 - a S`, the tail-cancellation matrix has the same rank in
both representations. -/
theorem rank_tailCancellation_screened (a P S : Matrix n n ℂ)
    (hP : IsUnit (1 - P * a).det) (hS : IsUnit (1 - a * S).det) :
    (tailCancellation (screenedPotential a P) (screenedStructure a S)).rank
      = (tailCancellation P S).rank := by
  have hU : IsUnit (1 - P * a)⁻¹.det :=
    Matrix.isUnit_det_of_left_inverse (Matrix.mul_nonsing_inv _ hP)
  have hV : IsUnit (1 - a * S)⁻¹.det :=
    Matrix.isUnit_det_of_left_inverse (Matrix.mul_nonsing_inv _ hS)
  rw [tailCancellation_screened a P S hP hS, Matrix.rank_mul_eq_left_of_isUnit_det _ _ hV,
    Matrix.rank_mul_eq_right_of_isUnit_det _ _ hU]
```

## Invertible \(T\): away from a band energy

The hypothesis `hT` says \(\det T\neq0\), so that \(g\) exists. Inverting \(T^a=UTV\) gives \(g^a=(1-aS)\,g\,(1-Pa)\). Since \(1-aS=(1-aP)+aT\) and \(Tg=1\),
\[ g^a=(1-aP)\,g\,(1-Pa)+a\,(1-Pa). \]
The left factor is \(1-aP\) and the right one \(1-Pa\). The proof runs the other way. `hT` supplies `hG`, the relation \(Tg=1\); the step `e` recombines the two terms into \((1-aS)\,g\,(1-Pa)\); and `Matrix.inv_eq_right_inv` reduces the claim to \(UTV(1-aS)\,g\,(1-Pa)=1\), which collapses by `hB` (in this proof the relation \(V(1-aS)=1\)), `hG` and `hA` in turn. Without `hT`, both \(T\) and \(T^a\) are singular by `det_tailCancellation_eq_zero_iff`, and neither has an inverse.

```lean
/-- For invertible `1 - P a`, `1 - a S` and `P - S`, the screened path operator is
`g^a = (1 - a P) g (1 - P a) + a (1 - P a)`. -/
theorem pathOperator_screened (a P S : Matrix n n ℂ)
    (hP : IsUnit (1 - P * a).det) (hS : IsUnit (1 - a * S).det)
    (hT : IsUnit (tailCancellation P S).det) :
    pathOperator (screenedPotential a P) (screenedStructure a S)
      = (1 - a * P) * pathOperator P S * (1 - P * a) + a * (1 - P * a) := by
  have hA := Matrix.nonsing_inv_mul _ hP
  have hB := Matrix.nonsing_inv_mul _ hS
  have hG := Matrix.mul_nonsing_inv _ hT
  unfold pathOperator
  apply Matrix.inv_eq_right_inv
  rw [tailCancellation_screened a P S hP hS]
  generalize (tailCancellation P S)⁻¹ = G at hG ⊢
  generalize (1 - P * a)⁻¹ = U at hA ⊢
  generalize (1 - a * S)⁻¹ = V at hB ⊢
  unfold tailCancellation at hG ⊢
  -- use `1 - a S = (1 - a P) + a (P - S)`
  have e : (1 - a * P) * G * (1 - P * a) + a * (1 - P * a) = (1 - a * S) * G * (1 - P * a) := by
    calc (1 - a * P) * G * (1 - P * a) + a * (1 - P * a)
        = (1 - a * P) * G * (1 - P * a) + a * ((P - S) * G) * (1 - P * a) := by
          rw [hG, Matrix.mul_one]
      _ = (1 - a * S) * G * (1 - P * a) := by noncomm_ring
  rw [e]
  calc U * (P - S) * V * ((1 - a * S) * G * (1 - P * a))
      = U * ((P - S) * ((V * (1 - a * S)) * G)) * (1 - P * a) := by
        simp only [Matrix.mul_assoc]
    _ = 1 := by rw [hB, Matrix.one_mul, hG, Matrix.mul_one, hA]
```

## Invertible \(1-aS\) and \(1-(a+b)S\): screening twice

Let \(b\) be a second matrix of screening constants. The hypotheses `ha` and `hab` say that the intermediate matrix \(S^a\) and the final matrix \(S^{a+b}\) exist. Invertibility of \(1-bS^a\) is a conclusion, together with \((S^a)^b=S^{a+b}\). By `hab`, \(X=S^{a+b}\) solves \(X=S+X(a+b)S\) (`hX`), hence \(X(1-aS)=S+XbS\) (`h1`). By `ha` one may multiply by \((1-aS)^{-1}\) from the right, which gives \(X=S^a+XbS^a\) (`h2`). This is the Dyson equation for \(S^a\) with screening \(b\), and `dyson_structure` delivers both conclusions. For scalars \(S=1\), \(a=2\), \(b=-1\), `ha` holds and `hab` fails; then \(S^a=-1\) and \(1-bS^a=0\).

```lean
/-- For invertible `1 - a S` and `1 - (a + b) S`, the matrix `1 - b S^a` is invertible, and
screening `S` by `a` and then by `b` equals screening by `a + b`. -/
theorem screenedStructure_comp (a b S : Matrix n n ℂ)
    (ha : IsUnit (1 - a * S).det) (hab : IsUnit (1 - (a + b) * S).det) :
    IsUnit (1 - b * screenedStructure a S).det ∧
      screenedStructure b (screenedStructure a S) = screenedStructure (a + b) S := by
  have hX := (dyson_structure (a + b) S (screenedStructure (a + b) S)).mpr ⟨hab, rfl⟩
  generalize screenedStructure (a + b) S = X at hX ⊢
  have hB := Matrix.mul_nonsing_inv _ ha
  have h1 : X * (1 - a * S) = S + X * b * S := by
    calc X * (1 - a * S) = X - X * a * S := by noncomm_ring
      _ = (S + X * (a + b) * S) - X * a * S := by rw [← hX]
      _ = S + X * b * S := by noncomm_ring
  -- `S^(a+b)` solves the Dyson equation that starts from `S^a` with screening `b`
  have h2 : X = screenedStructure a S + X * b * screenedStructure a S := by
    unfold screenedStructure
    calc X = X * ((1 - a * S) * (1 - a * S)⁻¹) := by rw [hB, Matrix.mul_one]
      _ = (S + X * b * S) * (1 - a * S)⁻¹ := by rw [← Matrix.mul_assoc, h1]
      _ = S * (1 - a * S)⁻¹ + X * b * (S * (1 - a * S)⁻¹) := by
          rw [Matrix.add_mul, Matrix.mul_assoc (X * b)]
  obtain ⟨h3, h4⟩ := (dyson_structure b (screenedStructure a S) X).mp h2
  exact ⟨h3, h4.symm⟩
```

## A two-channel case

Take \(P=\operatorname{diag}(4,1)\), \(S=\begin{pmatrix}0&2\\2&0\end{pmatrix}\) and \(a=\operatorname{diag}(1,-1)\), named `modelP`, `modelS` and `modelA`, with channels indexed \(0\) and \(1\).

```lean
/-- A two-channel diagonal potential-function matrix. -/
def modelP : Matrix (Fin 2) (Fin 2) ℂ := !![4, 0; 0, 1]

/-- A two-channel off-diagonal structure-constant matrix. -/
def modelS : Matrix (Fin 2) (Fin 2) ℂ := !![0, 2; 2, 0]

/-- A two-channel diagonal matrix of screening constants. -/
def modelA : Matrix (Fin 2) (Fin 2) ℂ := !![1, 0; 0, -1]
```

The steps `e1`, `e2` and `e3` compute
\[ 1-Pa=\begin{pmatrix}-3&0\\0&2\end{pmatrix},\qquad 1-aS=\begin{pmatrix}1&-2\\2&1\end{pmatrix},\qquad T=\begin{pmatrix}4&-2\\-2&1\end{pmatrix}, \]
with determinants \(-6\), \(5\) and \(0\). The \((0,1)\) entries of \(aS\) and \(Sa\) are \(2\) and \(-2\), so \(a\) and \(S\) do not commute. `screening_witness` states that both factors are invertible, that \(a\) and \(S\) are Hermitian and non-commuting, that \(S^a\) solves its Dyson equation, and that \(\det T\) and \(\det T^a\) both vanish; the Dyson equation and \(\det T^a=0\) come from the general theorems. Since \(T\) is singular, the model does not satisfy `hT`. The null vector \(c=(1,2)\) of \(T\) is sent to \((1-aS)c=(-3,4)\), which is a null vector of \(T^a\). These vectors and the scalar counterexamples given earlier are plain arithmetic that Lean has not been asked to check.

```lean
/-- In the two-channel model `1 - P a` and `1 - a S` are invertible, `a` and `S` are Hermitian
and do not commute, `S^a` solves the Dyson equation, and the tail-cancellation determinant
vanishes in both representations. -/
theorem screening_witness :
    IsUnit (1 - modelP * modelA).det ∧ IsUnit (1 - modelA * modelS).det ∧
      modelA.IsHermitian ∧ modelS.IsHermitian ∧ modelA * modelS ≠ modelS * modelA ∧
      screenedStructure modelA modelS
        = modelS + screenedStructure modelA modelS * modelA * modelS ∧
      (tailCancellation modelP modelS).det = 0 ∧
      (tailCancellation (screenedPotential modelA modelP)
        (screenedStructure modelA modelS)).det = 0 := by
  have e1 : 1 - modelP * modelA = !![-3, 0; 0, 2] := by
    rw [Matrix.one_fin_two]
    ext i j
    fin_cases i <;> fin_cases j <;>
      simp [modelP, modelA] <;> norm_num
  have e2 : 1 - modelA * modelS = !![1, -2; 2, 1] := by
    rw [Matrix.one_fin_two]
    ext i j
    fin_cases i <;> fin_cases j <;>
      simp [modelS, modelA]
  have e3 : tailCancellation modelP modelS = !![4, -2; -2, 1] := by
    ext i j
    fin_cases i <;> fin_cases j <;> simp [tailCancellation, modelP, modelS]
  have h1 : IsUnit (1 - modelP * modelA).det :=
    isUnit_iff_ne_zero.mpr (by rw [e1, Matrix.det_fin_two_of]; norm_num)
  have h2 : IsUnit (1 - modelA * modelS).det :=
    isUnit_iff_ne_zero.mpr (by rw [e2, Matrix.det_fin_two_of]; norm_num)
  have h3 : (tailCancellation modelP modelS).det = 0 := by
    rw [e3, Matrix.det_fin_two_of]
    norm_num
  have h4 : modelAᴴ = modelA := by
    ext i j
    fin_cases i <;> fin_cases j <;> simp [modelA, Matrix.conjTranspose_apply]
  have h5 : modelSᴴ = modelS := by
    ext i j
    fin_cases i <;> fin_cases j <;> simp [modelS, Matrix.conjTranspose_apply]
  have h6 : modelA * modelS ≠ modelS * modelA := by
    intro h
    have h0 := congrFun (congrFun h 0) 1
    have h01 : (2 : ℂ) = -2 := by
      simpa [modelA, modelS, Matrix.mul_apply, Fin.sum_univ_succ] using h0
    norm_num at h01
  exact ⟨h1, h2, h4, h5, h6, (dyson_structure modelA modelS _).mpr ⟨h2, rfl⟩, h3,
    (det_tailCancellation_eq_zero_iff modelA modelP modelS h1 h2).mpr h3⟩

end

end LMTOScreening
```

```lean
#print axioms LMTOScreening.tailCancellation_screened
#print axioms LMTOScreening.det_tailCancellation_eq_zero_iff
#print axioms LMTOScreening.pathOperator_screened
#print axioms LMTOScreening.screenedStructure_comp
```

```
'LMTOScreening.tailCancellation_screened' depends on axioms: [propext, Classical.choice, Quot.sound]
'LMTOScreening.det_tailCancellation_eq_zero_iff' depends on axioms: [propext, Classical.choice, Quot.sound]
'LMTOScreening.pathOperator_screened' depends on axioms: [propext, Classical.choice, Quot.sound]
'LMTOScreening.screenedStructure_comp' depends on axioms: [propext, Classical.choice, Quot.sound]
```
